# For an isolated Gaussian exciton line of fixed width, the Tauc intercept follows the exciton energy, not the gap

Take the line $g(x)=e^{-x^2/2}$, with centre 0 and width 1. Its slope is $g'(x)=-x\,g(x)$, and $g''(x)=(x^2-1)\,g(x)$. On the rising side the slope grows until $x=-1$ and then falls; beyond the centre it is negative. The tangent of largest slope is therefore the one at $x=-1$,
$$g(-1)+g(-1)(x+1)=g(-1)\,(x+2),$$
and it meets zero at $x=-2$. Only the centre and the width of the line have entered. At fixed width, a band gap can affect this construction only through the position of the centre.

The problems below carry this over to an absorption line
$$a(E)=A\,e^{-(E-E_0)^2/(2s^2)},$$
where $E$ is the photon energy, $A>0$ the amplitude, $E_0$ the centre and $s>0$ the width. In the application $E_0=E_g-R_y$, where $E_g$ is the gap and $R_y>0$ is the exciton binding energy, positive because electron and hole attract. Of the Elliott spectrum this keeps only the lowest bound line, with Gaussian broadening; the higher lines and the continuum are left out.

```lean
import Mathlib

open Real

namespace ExcitonTauc

noncomputable section
```

In the code the line is `excitonLine A E0 s E`.

```lean
/-- Gaussian exciton absorption line of amplitude `A`, centre `E0` and width `s ≠ 0`. -/
def excitonLine (A E0 s E : ℝ) : ℝ := A * exp (-(E - E0) ^ 2 / (2 * s ^ 2))
```

The plotted quantity is $f(E)=a(E)^p$ with a real exponent $p$, where $p=2$ is the choice for a direct allowed gap. The usual Tauc plot also multiplies $a$ by the photon energy, and that factor is omitted here.

```lean
/-- The exciton absorption raised to the Tauc exponent `p`, without a photon-energy prefactor, for
amplitude `A > 0` and width `s ≠ 0`. -/
def taucOrdinate (p A E0 s E : ℝ) : ℝ := excitonLine A E0 s E ^ p
```

The tangent at $x_0$ is the function $E\mapsto f(x_0)+f'(x_0)(E-x_0)$.

```lean
/-- The tangent to the curve `f` at `x0`, evaluated at energy `E`, for `f` differentiable
at `x0`. -/
def tangentLine (f : ℝ → ℝ) (x0 E : ℝ) : ℝ := f x0 + deriv f x0 * (E - x0)
```

A Tauc intercept is a zero $T$ of the tangent drawn where the slope is largest. The maximum is taken over all real energies, not over a fitting window chosen by eye.

```lean
/-- `T` is a Tauc intercept of the differentiable curve `f`: the tangent at a point of
maximal slope vanishes at `T`. -/
def IsTaucIntercept (f : ℝ → ℝ) (T : ℝ) : Prop :=
  ∃ x0, (∀ E, deriv f E ≤ deriv f x0) ∧ tangentLine f x0 T = 0
```

## (a) The power of a Gaussian line

Show that, for $A>0$,
$$f(E)=A^p\exp\!\left(-\frac{p\,(E-E_0)^2}{2s^2}\right).$$

Write $a=A\,e^{u}$ with $u=-(E-E_0)^2/(2s^2)$. Both factors are positive, so the real power distributes over the product: $(A e^u)^p=A^p(e^u)^p=A^pe^{pu}$. The proof uses `Real.mul_rpow` for the first equality and `Real.exp_mul` for the second.

```lean
/-- For positive amplitude, a power of the Gaussian line is again a Gaussian, with the
exponent multiplied by `p`. -/
theorem taucOrdinate_eq {A : ℝ} (hA : 0 < A) (p E0 s E : ℝ) :
    taucOrdinate p A E0 s E = A ^ p * exp (p * (-(E - E0) ^ 2 / (2 * s ^ 2))) := by
  unfold taucOrdinate excitonLine
  rw [Real.mul_rpow hA.le (exp_pos _).le, ← Real.exp_mul, mul_comm p]
```

## (b) A differential equation for the plotted curve

Show that $f$ is differentiable and that
$$s^2f'(E)=-p\,(E-E_0)\,f(E).$$

The exponent in (a) has derivative $-p(E-E_0)/s^2$. By the chain rule $f'(E)=-\frac{p(E-E_0)}{s^2}f(E)$, and multiplying by $s^2$ gives the claim.

In the code, `h1` differentiates $u$, `h2` applies the chain rule, and the last line clears the denominator. Differentiability is part of the statement, so `deriv` here is a genuine slope.

```lean
/-- For positive amplitude and width, the Tauc ordinate `f` is differentiable and obeys
`s² f' = -p (E - E0) f`. -/
theorem taucOrdinate_slope {A s : ℝ} (hA : 0 < A) (hs : 0 < s) (p E0 E : ℝ) :
    DifferentiableAt ℝ (taucOrdinate p A E0 s) E ∧
      s ^ 2 * deriv (taucOrdinate p A E0 s) E
        = -(p * (E - E0)) * taucOrdinate p A E0 s E := by
  have h1 : HasDerivAt (fun x : ℝ => -(x - E0) ^ 2 / (2 * s ^ 2)) (-((E - E0) / s ^ 2)) E := by
    refine (((((hasDerivAt_id' E).sub_const E0).fun_pow 2).fun_neg).div_const
      (2 * s ^ 2)).congr_deriv ?_
    show -(((2 : ℕ) : ℝ) * (E - E0) ^ 1 * 1) / (2 * s ^ 2) = _
    push_cast
    ring
  have hf : taucOrdinate p A E0 s =
      fun x => A ^ p * exp (p * (-(x - E0) ^ 2 / (2 * s ^ 2))) :=
    funext fun x => taucOrdinate_eq hA p E0 s x
  have h2 : HasDerivAt (taucOrdinate p A E0 s)
      (taucOrdinate p A E0 s E * (p * -((E - E0) / s ^ 2))) E := by
    rw [hf]
    exact (((h1.const_mul p).exp).const_mul (A ^ p)).congr_deriv (by ring)
  have hc : s ^ 2 * ((E - E0) / s ^ 2) = E - E0 := by field_simp
  refine ⟨h2.differentiableAt, ?_⟩
  rw [h2.deriv]
  linear_combination (-(p * taucOrdinate p A E0 s E)) * hc
```

## (c) A bound on the slope profile

Show that for every real $x\neq1$
$$x\,e^{-x^2/2}<e^{-1/2}.$$

Put $y=(x^2-1)/2$ in $1+y\le e^y$. This gives $\frac{x^2+1}{2}\le e^{(x^2-1)/2}$. Since $(x-1)^2>0$, also $x<\frac{x^2+1}{2}$. Hence $x<e^{(x^2-1)/2}$, and multiplying by $e^{-x^2/2}>0$ finishes the argument. These inequalities are `h2`, `h1` and `h3`, followed by the `calc` block. No second derivative is needed, and the bound is global.

```lean
/-- The scaled slope profile `x exp(-x²/2)` lies strictly below `exp(-1/2)` away from
`x = 1`. -/
theorem slope_profile_lt {x : ℝ} (hx : x ≠ 1) : x * exp (-x ^ 2 / 2) < exp (-1 / 2) := by
  have h0 : x - 1 ≠ 0 := sub_ne_zero.2 hx
  have h1 : 0 < (x - 1) ^ 2 := by positivity
  have h2 := Real.add_one_le_exp ((x ^ 2 - 1) / 2)
  have h3 : x < exp ((x ^ 2 - 1) / 2) := by nlinarith
  calc x * exp (-x ^ 2 / 2) < exp ((x ^ 2 - 1) / 2) * exp (-x ^ 2 / 2) :=
        mul_lt_mul_of_pos_right h3 (exp_pos _)
    _ = exp (-1 / 2) := by
        rw [← Real.exp_add]
        congr 1
        ring
```

## (d) The slope in scaled detuning

Let $p>0$ and measure the distance below the line centre by $x$, with $E=E_0-xs/\sqrt p$. Show that
$$s\,f'\!\left(E_0-\frac{xs}{\sqrt p}\right)=\sqrt p\,A^p\,x\,e^{-x^2/2}.$$

Here $(E-E_0)^2=x^2s^2/p$, so (a) gives $f=A^pe^{-x^2/2}$. Part (b) becomes
$$s^2f'=p\,\frac{xs}{\sqrt p}\,f=\sqrt p\,x\,s\,A^pe^{-x^2/2},$$
and one factor $s$ cancels.

The proof writes $p=r^2$ with $r>0$ and calls the detuning `d`, keeping only the relation $rd=xs$. The rest is then polynomial algebra.

```lean
/-- At scaled detuning `x` below the line centre, the slope of the Tauc ordinate is
proportional to `x exp(-x²/2)`, for positive exponent, amplitude and width. -/
theorem slope_scaled {p A s : ℝ} (hp : 0 < p) (hA : 0 < A) (hs : 0 < s) (E0 x : ℝ) :
    s * deriv (taucOrdinate p A E0 s) (E0 - x * s / √p)
      = √p * A ^ p * (x * exp (-x ^ 2 / 2)) := by
  obtain ⟨r, hr, rfl⟩ : ∃ r : ℝ, 0 < r ∧ r ^ 2 = p :=
    ⟨√p, Real.sqrt_pos.2 hp, Real.sq_sqrt hp.le⟩
  rw [Real.sqrt_sq hr.le]
  have hd : r * (x * s / r) = x * s := by field_simp
  generalize x * s / r = d at hd ⊢
  have he : r ^ 2 * (-(E0 - d - E0) ^ 2 / (2 * s ^ 2)) = -x ^ 2 / 2 := by
    have h : r ^ 2 * (-(E0 - d - E0) ^ 2 / (2 * s ^ 2)) = -(r * d) ^ 2 / (2 * s ^ 2) := by ring
    rw [h, hd]
    field_simp
  have ode := (taucOrdinate_slope hA hs (r ^ 2) E0 (E0 - d)).2
  rw [taucOrdinate_eq hA, he] at ode
  apply mul_left_cancel₀ hs.ne'
  linear_combination ode + r * A ^ (r ^ 2) * exp (-x ^ 2 / 2) * hd
```

## (e) The unique point of largest slope

Show that for every $E\neq E_0-s/\sqrt p$
$$f'(E)<f'\!\left(E_0-\frac{s}{\sqrt p}\right).$$

Every energy has the form used in (d), with $x=\sqrt p\,(E_0-E)/s$, and $x=1$ is the point claimed. For $x\ne1$, part (c) bounds the profile strictly, and the prefactor $\sqrt p\,A^p$ is positive. Dividing by $s>0$ gives the inequality. In the code, `h1` and `h2` are (d) at $x$ and at 1.

```lean
/-- For positive exponent, amplitude and width, the slope of the Tauc ordinate is maximal
at `E0 - s/√p` and nowhere else. -/
theorem slope_lt_steepest {p A s E0 E : ℝ} (hp : 0 < p) (hA : 0 < A) (hs : 0 < s)
    (hE : E ≠ E0 - s / √p) :
    deriv (taucOrdinate p A E0 s) E < deriv (taucOrdinate p A E0 s) (E0 - s / √p) := by
  have hr : 0 < √p := Real.sqrt_pos.2 hp
  -- pass to the scaled detuning
  obtain ⟨x, rfl⟩ : ∃ x, E = E0 - x * s / √p := by
    refine ⟨√p * (E0 - E) / s, ?_⟩
    rw [div_mul_cancel₀ _ hs.ne', mul_div_cancel_left₀ _ hr.ne']
    ring
  have hx : x ≠ 1 := by
    rintro rfl
    exact hE (by rw [one_mul])
  have h1 := slope_scaled hp hA hs E0 x
  have h2 := slope_scaled hp hA hs E0 1
  rw [one_mul, one_mul, one_pow] at h2
  refine lt_of_mul_lt_mul_left ?_ hs.le
  rw [h1, h2]
  exact mul_lt_mul_of_pos_left (slope_profile_lt hx) (by positivity)
```

## (f) The zero of the tangent of largest slope

Show that the tangent at $E_0-s/\sqrt p$ vanishes at $T$ if and only if
$$T=E_0-\frac{2s}{\sqrt p}.$$

Let $q=s/\sqrt p$, $F=f(E_0-q)>0$ and $D=f'(E_0-q)$. Part (b) gives $s^2D=pqF$, and $s^2=pq^2$, so $D=F/q$. The tangent at $T$ is
$$F+\frac Fq\,(T-E_0+q)=\frac Fq\,(T-E_0+2q),$$
which is zero exactly when $T=E_0-2q$. The code states $D=F/q$ without division, as `hD : s * D = r * F`, and cancels the positive factor $rF$.

```lean
/-- For positive exponent, amplitude and width, the tangent at `E0 - s/√p` vanishes
exactly at `E0 - 2s/√p`. -/
theorem steepest_tangent_zero {p A s : ℝ} (hp : 0 < p) (hA : 0 < A) (hs : 0 < s)
    (E0 T : ℝ) :
    tangentLine (taucOrdinate p A E0 s) (E0 - s / √p) T = 0 ↔ T = E0 - 2 * (s / √p) := by
  obtain ⟨r, hr, rfl⟩ : ∃ r : ℝ, 0 < r ∧ r ^ 2 = p :=
    ⟨√p, Real.sqrt_pos.2 hp, Real.sq_sqrt hp.le⟩
  rw [Real.sqrt_sq hr.le]
  have hq : r * (s / r) = s := by field_simp
  generalize s / r = q at hq ⊢
  have ode := (taucOrdinate_slope hA hs (r ^ 2) E0 (E0 - q)).2
  have hF : 0 < taucOrdinate (r ^ 2) A E0 s (E0 - q) := by
    rw [taucOrdinate_eq hA]
    positivity
  unfold tangentLine
  generalize taucOrdinate (r ^ 2) A E0 s (E0 - q) = F at ode hF ⊢
  generalize deriv (taucOrdinate (r ^ 2) A E0 s) (E0 - q) = D at ode ⊢
  have hD : s * D = r * F := by
    apply mul_left_cancel₀ hs.ne'
    linear_combination ode + r * F * hq
  constructor
  · intro h
    have h0 : r * F * (T - (E0 - 2 * q)) = 0 := by
      linear_combination s * h - (T - (E0 - q)) * hD + F * hq
    have h1 := (mul_eq_zero.1 h0).resolve_left (mul_pos hr hF).ne'
    linarith
  · rintro rfl
    apply mul_left_cancel₀ hs.ne'
    linear_combination (-q) * hD - F * hq
```

## (g) One intercept and no other

Show that $T$ is a Tauc intercept of $f$ if and only if $T=E_0-2s/\sqrt p$.

If $T$ is an intercept, its tangent touches at a point of maximal slope. By (e) that point is $E_0-s/\sqrt p$, and (f) fixes $T$. Conversely, (e) shows that the slope at this point is maximal, and (f) shows that the tangent there vanishes at the stated $T$. The two bullets of the proof are these two directions.

```lean
/-- For positive exponent, amplitude and width, the `p`-th power of the Gaussian exciton line has
exactly one Tauc intercept, `E0 - 2s/√p`. -/
theorem isTaucIntercept_iff {p A s : ℝ} (hp : 0 < p) (hA : 0 < A) (hs : 0 < s) (E0 T : ℝ) :
    IsTaucIntercept (taucOrdinate p A E0 s) T ↔ T = E0 - 2 * (s / √p) := by
  constructor
  · rintro ⟨x0, hmax, hz⟩
    have hx : x0 = E0 - s / √p := by
      by_contra h
      exact absurd (hmax _) (not_le_of_gt (slope_lt_steepest hp hA hs h))
    rw [hx] at hz
    exact (steepest_tangent_zero hp hA hs E0 T).1 hz
  · intro hT
    refine ⟨E0 - s / √p, fun E => ?_, (steepest_tangent_zero hp hA hs E0 T).2 hT⟩
    rcases eq_or_ne E (E0 - s / √p) with h | h
    · rw [h]
    · exact (slope_lt_steepest hp hA hs h).le
```

## (h) The squared absorption of an exciton below the gap

Set $p=2$ and $E_0=E_g-R_y$. Show that $a^2$ has its largest slope only at $E_g-R_y-s/\sqrt2$, that its one Tauc intercept is
$$T=E_g-R_y-\sqrt2\,s,$$
and that $T<E_g-R_y<E_g$.

The first claim is (e). The second is (g), with $2s/\sqrt2=\sqrt2\,s$. The inequalities follow from $s>0$ and $R_y>0$. The code uses the ordinary square here, and `hf` identifies it with the real power of exponent 2.

As $s\to0$ the intercept tends to $E_g-R_y$, so even a very sharp line leaves the full binding energy between intercept and gap. In this single-line model, the intercept plus $\sqrt2\,s$ is the quantity to compare with the lowest optically allowed Bethe–Salpeter excitation energy, and it differs from the quasiparticle gap by $R_y$.

```lean
/-- For an exciton at `Eg - Ry` with `Ry, A, s > 0`, the squared absorption has its largest slope
only at `Eg - Ry - s/√2`, and its Tauc intercept `Eg - Ry - √2 s` lies below the exciton energy,
which lies below the gap. -/
theorem exciton_tauc_intercept {A s Ry : ℝ} (hA : 0 < A) (hs : 0 < s) (hRy : 0 < Ry)
    (Eg : ℝ) :
    let f := fun E => excitonLine A (Eg - Ry) s E ^ 2
    (∀ E, E ≠ Eg - Ry - s / √2 → deriv f E < deriv f (Eg - Ry - s / √2)) ∧
      (∀ T, IsTaucIntercept f T ↔ T = Eg - Ry - √2 * s) ∧
      Eg - Ry - √2 * s < Eg - Ry ∧ Eg - Ry < Eg := by
  intro f
  have hf : f = taucOrdinate 2 A (Eg - Ry) s := funext fun E => (Real.rpow_two _).symm
  have h2 : √2 * √2 = (2 : ℝ) := Real.mul_self_sqrt (by norm_num)
  have hw : 2 * (s / √2) = √2 * s := by
    rw [← mul_div_assoc, div_eq_iff (by positivity)]
    linear_combination (-s) * h2
  have hpos : 0 < √2 * s := by positivity
  rw [hf]
  refine ⟨fun E hE => slope_lt_steepest two_pos hA hs hE, fun T => ?_, by linarith,
    by linarith⟩
  rw [isTaucIntercept_iff two_pos hA hs, hw]
```

## (i) Comparing two samples

Two samples share $p$ and $s$ but may differ in amplitude, gap and binding energy. Mark the second with a prime. Show that
$$T'-T=(E_g'-R_y')-(E_g-R_y).$$

Apply (g) to each sample and subtract: the terms $2s/\sqrt p$ cancel. If gap and binding energy grow by the same amount, the intercept stays where it is. Equal widths are assumed; a change of width would move the intercept as well.

```lean
/-- Between two samples with equal positive width and exponent and positive amplitudes, the
Tauc intercept shifts by exactly the shift of the exciton energy `Eg - Ry`. -/
theorem intercept_tracks_exciton {p A A' s Eg Eg' Ry Ry' T T' : ℝ} (hp : 0 < p)
    (hA : 0 < A) (hA' : 0 < A') (hs : 0 < s)
    (hT : IsTaucIntercept (taucOrdinate p A (Eg - Ry) s) T)
    (hT' : IsTaucIntercept (taucOrdinate p A' (Eg' - Ry') s) T') :
    T' - T = (Eg' - Ry') - (Eg - Ry) := by
  rw [isTaucIntercept_iff hp hA hs] at hT
  rw [isTaucIntercept_iff hp hA' hs] at hT'
  linarith
```

## (j) The band edge for which the construction works

Now take $a(E)=C\sqrt{E-E_g}$ with $C\neq0$, the edge of a direct allowed transition between parabolic bands in three dimensions without electron–hole attraction. Show that the tangent to $a^2$ at any $x_0>E_g$ vanishes at $T$ if and only if $T=E_g$.

Near $x_0$ we have $a^2=C^2(E-E_g)$, a straight line with slope $C^2$. The tangent is that same line, $C^2(T-E_g)$, and its only zero is the gap.

Lean's square root is zero for negative arguments, which here means no absorption below the gap. The formula for $a^2$ is thus linear only above $E_g$, and the proof transfers the derivative from the straight line through equality in a neighbourhood of $x_0$ (`he`).

```lean
/-- For a square-root band edge of nonzero strength `C`, the tangent to the squared absorption
at any energy above the gap vanishes exactly at the gap. -/
theorem band_edge_tangent_zero {C Eg x0 : ℝ} (hC : C ≠ 0) (hx : Eg < x0) (T : ℝ) :
    tangentLine (fun E => (C * √(E - Eg)) ^ 2) x0 T = 0 ↔ T = Eg := by
  have hlin : HasDerivAt (fun E : ℝ => C ^ 2 * (E - Eg)) (C ^ 2) x0 :=
    (((hasDerivAt_id' x0).sub_const Eg).const_mul (C ^ 2)).congr_deriv (mul_one _)
  -- above the gap the squared absorption is linear in energy
  have he : (fun E => (C * √(E - Eg)) ^ 2) =ᶠ[nhds x0] fun E => C ^ 2 * (E - Eg) := by
    filter_upwards [lt_mem_nhds hx] with E hE
    rw [mul_pow, Real.sq_sqrt (sub_nonneg.2 hE.le)]
  have hd : HasDerivAt (fun E => (C * √(E - Eg)) ^ 2) (C ^ 2) x0 :=
    hlin.congr_of_eventuallyEq he
  have hv : (C * √(x0 - Eg)) ^ 2 = C ^ 2 * (x0 - Eg) := by
    rw [mul_pow, Real.sq_sqrt (sub_nonneg.2 hx.le)]
  simp only [tangentLine, hd.deriv, hv]
  constructor
  · intro h
    have h0 : C ^ 2 * (T - Eg) = 0 := by linear_combination h
    have h1 := (mul_eq_zero.1 h0).resolve_left (pow_ne_zero 2 hC)
    linarith
  · rintro rfl
    ring

end

end ExcitonTauc
```

```lean
#print axioms ExcitonTauc.exciton_tauc_intercept
#print axioms ExcitonTauc.intercept_tracks_exciton
#print axioms ExcitonTauc.band_edge_tangent_zero
```

```
'ExcitonTauc.exciton_tauc_intercept' depends on axioms: [propext, Classical.choice, Quot.sound]
'ExcitonTauc.intercept_tracks_exciton' depends on axioms: [propext, Classical.choice, Quot.sound]
'ExcitonTauc.band_edge_tangent_zero' depends on axioms: [propext, Classical.choice, Quot.sound]
```
